# Truncating the singular value decomposition of a real square matrix gives the smallest Frobenius error at bounded rank

To compress the state of a system made of two parts, one can compute the singular value decomposition of its coefficient matrix, keep the \(k\) largest singular values and set the rest to zero. For real coefficients, orthonormal bases and two parts of equal finite dimension, the problems below determine the error of this step and show that no other vector of Schmidt rank at most \(k\) comes closer in norm. Vectors are compared without requiring unit norm, and the truncated one is not renormalised.

## Matrices, singular values and discarded weight

All matrices are real. Indices run from \(0\) to \(n-1\), as in Lean's `Fin n`, so for \(k<n\) the first discarded singular value is \(s_k\).

```lean
import Mathlib

open Matrix

namespace EckartYoung

noncomputable section

variable {n : ℕ}
```

The squared Frobenius norm is \(\|M\|^2=\sum_{i,j}M_{ij}^2\). For a coefficient matrix in orthonormal bases it is the squared norm of the state, and the rank of the matrix is the Schmidt rank.

```lean
/-- The squared Frobenius norm: the sum of the squares of all matrix entries. -/
def frobSq (M : Matrix (Fin n) (Fin n) ℝ) : ℝ := ∑ i, ∑ j, M i j ^ 2
```

Let \(D=\mathrm{diag}(s)\) and \(A=UDV^T\). The columns of \(U\) and \(V\) are the singular vectors.

```lean
/-- The matrix `U diag(s) Vᵀ` assembled from singular vectors and singular values. -/
def assemble (U V : Matrix (Fin n) (Fin n) ℝ) (s : Fin n → ℝ) : Matrix (Fin n) (Fin n) ℝ :=
  U * diagonal s * Vᵀ
```

Truncation replaces \(s\) by \(t\), where \(t_i=s_i\) for \(i<k\) and \(t_i=0\) otherwise.

```lean
/-- The singular values with all but the first `k` set to zero. -/
def truncate (s : Fin n → ℝ) (k : ℕ) : Fin n → ℝ := fun i => if (i : ℕ) < k then s i else 0
```

The discarded weight is \(\delta_k=\sum_{i\ge k}s_i^2\), which is zero when \(k\ge n\).

```lean
/-- The sum of the squares of all singular values after the first `k`. -/
def discardedWeight (s : Fin n → ℝ) (k : ℕ) : ℝ := ∑ i : Fin n, if (i : ℕ) < k then 0 else s i ^ 2
```

Orthogonality enters as the hypotheses \(U^TU=1\) and \(V^TV=1\). Where ordering matters, `Antitone s` says that \(s\) never increases with the index, and `h0` says that its entries are nonnegative. The decomposition is given; its existence for an arbitrary matrix is not derived here.

## (a) The norm as a trace

**Task.** Show that
\[
\|M\|^2=\operatorname{tr}(M^TM).
\]

**Solution.** The diagonal entries are \((M^TM)_{jj}=\sum_i M_{ij}^2\). Summing over \(j\) gives every squared entry once. In Lean, `Finset.sum_comm` exchanges the two sums.

```lean
/-- The squared Frobenius norm is the trace of `Mᵀ M`. -/
theorem frobSq_eq_trace (M : Matrix (Fin n) (Fin n) ℝ) : frobSq M = trace (Mᵀ * M) := by
  unfold frobSq
  rw [Finset.sum_comm]
  simp only [trace, diag_apply, Matrix.mul_apply, transpose_apply, pow_two]
```

## (b) Orthogonal changes of basis

**Task.** Show that
\[
\|UMV^T\|^2=\|M\|^2 .
\]

**Solution.** Since \(U^TU=1\),
\[
(UMV^T)^T(UMV^T)=VM^TU^TUMV^T=VM^TMV^T .
\]
By cyclicity, the trace of this is \(\operatorname{tr}(V^TVM^TM)=\operatorname{tr}(M^TM)\), and (a) finishes the argument.

```lean
/-- Orthogonal changes of basis on both sides leave the squared Frobenius norm unchanged. -/
theorem frobSq_orthogonal {U V : Matrix (Fin n) (Fin n) ℝ} (hU : Uᵀ * U = 1) (hV : Vᵀ * V = 1)
    (M : Matrix (Fin n) (Fin n) ℝ) : frobSq (U * M * Vᵀ) = frobSq M := by
  have h : (U * M * Vᵀ)ᵀ * (U * M * Vᵀ) = V * (Mᵀ * M) * Vᵀ := by
    calc (U * M * Vᵀ)ᵀ * (U * M * Vᵀ) = V * Mᵀ * (Uᵀ * U) * M * Vᵀ := by
          simp only [transpose_mul, transpose_transpose, Matrix.mul_assoc]
      _ = V * (Mᵀ * M) * Vᵀ := by
          rw [hU]
          simp only [Matrix.mul_one, Matrix.mul_assoc]
  rw [frobSq_eq_trace (U * M * Vᵀ), h, trace_mul_comm, ← Matrix.mul_assoc, hV, Matrix.one_mul,
    frobSq_eq_trace M]
```

## (c) The error of a fit in an orthonormal set

**Task.** Let \(Q\) be \(n\times r\) with \(Q^TQ=1\). For \(v\in\mathbb R^n\) and \(c\in\mathbb R^r\), show that
\[
|v-Qc|^2=|v|^2-|Q^Tv|^2+|Q^Tv-c|^2 .
\]

**Solution.** Orthonormality gives \(|Qc|^2=c^TQ^TQc=|c|^2\), and \(v\cdot Qc=(Q^Tv)\cdot c\). Therefore
\[
|v-Qc|^2=|v|^2-2(Q^Tv)\cdot c+|c|^2,
\]
and completing the square gives the claim. Lean writes \(Q^Tv\) as `v ᵥ* Q`; `h1` and `h2` are the two identities, and `linarith` combines the expanded terms.

```lean
/-- Pythagoras for a fit in an orthonormal set: the squared error is the squared length of `v`,
minus that of the vector of overlaps `Qᵀ v`, plus the squared distance of `c` from these overlaps.
-/
theorem fit_error {r : ℕ} {Q : Matrix (Fin n) (Fin r) ℝ} (hQ : Qᵀ * Q = 1)
    (v : Fin n → ℝ) (c : Fin r → ℝ) :
    (v - Q *ᵥ c) ⬝ᵥ (v - Q *ᵥ c) =
      v ⬝ᵥ v - (v ᵥ* Q) ⬝ᵥ (v ᵥ* Q) + (v ᵥ* Q - c) ⬝ᵥ (v ᵥ* Q - c) := by
  have h1 : (Q *ᵥ c) ⬝ᵥ (Q *ᵥ c) = c ⬝ᵥ c := by
    rw [Matrix.dotProduct_mulVec, ← Matrix.mulVec_transpose, Matrix.mulVec_mulVec, hQ,
      Matrix.one_mulVec]
  have h2 : v ⬝ᵥ (Q *ᵥ c) = (v ᵥ* Q) ⬝ᵥ c := Matrix.dotProduct_mulVec _ _ _
  have h3 := dotProduct_comm (Q *ᵥ c) v
  have h4 := dotProduct_comm c (v ᵥ* Q)
  simp only [sub_dotProduct, dotProduct_sub]
  linarith
```

## (d) Factoring a matrix through its column space

**Task.** Show that every \(n\times n\) matrix \(B\) can be written as
\[
B=QC,\qquad Q^TQ=1,
\]
where \(Q\) has \(r\le\operatorname{rank}B\) columns.

**Solution.** Choose an orthonormal basis \(q_0,\dots,q_{r-1}\) of the column space and make these vectors the columns of \(Q\). Column \(j\) of \(B\) lies in their span, so it equals \(\sum_a C_{aj}q_a\) for some coefficients \(C_{aj}\). These form \(C\).

Lean carries the column space into `EuclideanSpace`, which supplies the Euclidean inner product, and takes the basis from `stdOrthonormalBasis`. The last two blocks verify \(Q^TQ=1\) and \(B=QC\) entry by entry.

```lean
/-- Every matrix `B` factors through an orthonormal set of at most `rank B` vectors. -/
theorem exists_orthonormal_factor (B : Matrix (Fin n) (Fin n) ℝ) :
    ∃ r : ℕ, r ≤ B.rank ∧ ∃ (Q : Matrix (Fin n) (Fin r) ℝ) (C : Matrix (Fin r) (Fin n) ℝ),
      Qᵀ * Q = 1 ∧ B = Q * C := by
  -- the column space, seen inside Euclidean space
  obtain ⟨W, hW, hmem⟩ : ∃ W : Submodule ℝ (EuclideanSpace ℝ (Fin n)),
      Module.finrank ℝ W ≤ B.rank ∧ ∀ j, WithLp.toLp 2 (fun i => B i j) ∈ W := by
    refine ⟨(LinearMap.range B.mulVecLin).map
      (WithLp.linearEquiv 2 ℝ (Fin n → ℝ)).symm.toLinearMap, Submodule.finrank_map_le _ _, ?_⟩
    intro j
    refine Submodule.mem_map.mpr ⟨fun i => B i j, LinearMap.mem_range.mpr ⟨Pi.single j 1, ?_⟩, rfl⟩
    ext i
    simp
  let b := stdOrthonormalBasis ℝ W
  have hc : ∀ j, ∃ c : Fin (Module.finrank ℝ W) → ℝ,
      ∑ a, c a • b a = (⟨WithLp.toLp 2 (fun i => B i j), hmem j⟩ : W) :=
    fun j => ⟨fun a => b.repr ⟨_, hmem j⟩ a, b.sum_repr _⟩
  choose c hc using hc
  refine ⟨_, hW, Matrix.of fun i a => (b a : EuclideanSpace ℝ (Fin n)).ofLp i,
    Matrix.of fun a j => c j a, ?_, ?_⟩
  · ext a a'
    have h := orthonormal_iff_ite.mp b.orthonormal a a'
    rw [Submodule.coe_inner, PiLp.inner_apply] at h
    rw [Matrix.mul_apply, Matrix.one_apply, ← h]
    refine Finset.sum_congr rfl fun i _ => ?_
    simp [mul_comm]
  · ext i j
    let ev : W →ₗ[ℝ] ℝ := (LinearMap.proj i : (Fin n → ℝ) →ₗ[ℝ] ℝ) ∘ₗ
      (WithLp.linearEquiv 2 ℝ (Fin n → ℝ)).toLinearMap ∘ₗ W.subtype
    have h := congrArg ev (hc j)
    rw [map_sum] at h
    simp only [map_smul, smul_eq_mul] at h
    rw [Matrix.mul_apply]
    exact h.symm.trans (Finset.sum_congr rfl fun a _ => mul_comm _ _)
```

## (e) Filling the largest levels

**Task.** Let \(w_0\ge\dots\ge w_{n-1}\ge0\), \(0\le p_i\le1\) and \(\sum_ip_i\le k\). Show that
\[
\sum_{i\ge k}w_i\le\sum_i w_i(1-p_i).
\]

**Solution.** If \(k\ge n\), the left side is zero and the right side is nonnegative. If \(k<n\), set \(\theta_i=1\) for \(i<k\) and \(\theta_i=0\) otherwise, so that \(\sum_i\theta_i=k\). Then
\[
w_i(1-p_i)-(1-\theta_i)w_i-w_k(\theta_i-p_i)=(w_i-w_k)(\theta_i-p_i)\ge0,
\]
because both factors are nonnegative for \(i<k\) and both are nonpositive for \(i\ge k\). Summing over \(i\) gives
\[
\sum_{i\ge k}w_i+w_k\Big(k-\sum_ip_i\Big)\le\sum_iw_i(1-p_i),
\]
and the second term on the left is nonnegative. The termwise inequality is `hterm`, where `nlinarith` receives the product of the two factors.

```lean
/-- Filling principle for nonnegative decreasing weights: with occupations between 0 and 1 and total
at most `k`, the weight left unoccupied is at least the weight of all levels after the `k` largest.
-/
theorem filling {w p : Fin n → ℝ} {k : ℕ} (hw : Antitone w) (hw0 : ∀ i, 0 ≤ w i)
    (hp0 : ∀ i, 0 ≤ p i) (hp1 : ∀ i, p i ≤ 1) (hp : ∑ i, p i ≤ k) :
    (∑ i : Fin n, if (i : ℕ) < k then 0 else w i) ≤ ∑ i, w i * (1 - p i) := by
  rcases lt_or_ge k n with hk | hk
  · have hcount : (∑ i : Fin n, if (i : ℕ) < k then (1 : ℝ) else 0) = k := by
      rw [Fin.sum_univ_eq_sum_range (fun i => if i < k then (1 : ℝ) else 0) n, Finset.sum_boole]
      have : (Finset.range n).filter (fun i => i < k) = Finset.range k := by
        ext i
        simp only [Finset.mem_filter, Finset.mem_range]
        omega
      rw [this, Finset.card_range]
    -- compare every level with the first discarded one
    have hterm : ∀ i : Fin n, (if (i : ℕ) < k then 0 else w i) +
        w ⟨k, hk⟩ * ((if (i : ℕ) < k then (1 : ℝ) else 0) - p i) ≤ w i * (1 - p i) := by
      intro i
      split_ifs with h
      · have h' : w ⟨k, hk⟩ ≤ w i := hw (Fin.le_def.mpr (le_of_lt h))
        nlinarith [mul_nonneg (sub_nonneg.mpr h') (sub_nonneg.mpr (hp1 i))]
      · have h' : w i ≤ w ⟨k, hk⟩ := hw (Fin.le_def.mpr (not_lt.mp h))
        nlinarith [mul_nonneg (sub_nonneg.mpr h') (hp0 i)]
    have hsum := Finset.sum_le_sum fun i (_ : i ∈ Finset.univ) => hterm i
    rw [Finset.sum_add_distrib, ← Finset.mul_sum, Finset.sum_sub_distrib, hcount] at hsum
    linarith [mul_nonneg (hw0 ⟨k, hk⟩) (sub_nonneg.mpr hp)]
  · refine Finset.sum_le_sum fun i _ => ?_
    rw [if_pos (lt_of_lt_of_le i.2 hk)]
    exact mul_nonneg (hw0 i) (sub_nonneg.mpr (hp1 i))
```

## (f) The bound for a diagonal matrix

**Task.** For \(s\) nonnegative and decreasing and \(\operatorname{rank}B\le k\), show that
\[
\delta_k\le\|D-B\|^2 .
\]

**Solution.** Write \(B=QC\) as in (d). Let \(e_j\) be the standard basis vectors and \(p_j=\sum_aQ_{ja}^2=|Q^Te_j|^2\). Taking \(v=e_j\) and \(c=Q^Te_j\) in (c) gives
\[
0\le|e_j-QQ^Te_j|^2=1-p_j .
\]
Each column of \(Q\) has unit length, so \(\sum_jp_j=r\le k\).

Column \(j\) of \(D-B\) is \(s_je_j-Qc_j\), where \(c_j\) is column \(j\) of \(C\). Dropping the last square in (c) leaves
\[
|s_je_j-Qc_j|^2\ge s_j^2(1-p_j).
\]
Sum over \(j\) and apply (e) with \(w_j=s_j^2\), which is decreasing because \(s\) is nonnegative and decreasing. In Lean, \(s_je_j\) is `Pi.single j (s j)`; `hp1`, `hp` and `hcol` are the three estimates.

```lean
/-- The lower bound for a diagonal matrix with nonnegative decreasing entries. -/
theorem diagonal_bound {s : Fin n → ℝ} (hs : Antitone s) (h0 : ∀ i, 0 ≤ s i) {k : ℕ}
    {B : Matrix (Fin n) (Fin n) ℝ} (hB : B.rank ≤ k) :
    discardedWeight s k ≤ frobSq (diagonal s - B) := by
  obtain ⟨r, hr, Q, C, hQ, rfl⟩ := exists_orthonormal_factor B
  have hvec : ∀ (j : Fin n) (x : ℝ),
      ((Pi.single j x : Fin n → ℝ) ᵥ* Q) ⬝ᵥ ((Pi.single j x : Fin n → ℝ) ᵥ* Q) =
        x ^ 2 * ∑ a, Q j a ^ 2 := by
    intro j x
    have h : ∀ a, ((Pi.single j x : Fin n → ℝ) ᵥ* Q) a = x * Q j a := by
      intro a
      simp [Matrix.vecMul, single_dotProduct]
    simp only [dotProduct, h, Finset.mul_sum]
    exact Finset.sum_congr rfl fun a _ => by ring
  have hself : ∀ (j : Fin n) (x : ℝ),
      (Pi.single j x : Fin n → ℝ) ⬝ᵥ (Pi.single j x : Fin n → ℝ) = x ^ 2 := by
    intro j x
    rw [single_dotProduct, Pi.single_eq_same, pow_two]
  have hnn : ∀ {m : ℕ} (u : Fin m → ℝ), 0 ≤ u ⬝ᵥ u :=
    fun u => Finset.sum_nonneg fun i _ => mul_self_nonneg (u i)
  -- no basis vector is occupied more than once
  have hp1 : ∀ j, ∑ a, Q j a ^ 2 ≤ 1 := by
    intro j
    have h := fit_error hQ (Pi.single j 1) ((Pi.single j 1 : Fin n → ℝ) ᵥ* Q)
    rw [sub_self, dotProduct_zero, hvec, hself] at h
    have h' := hnn ((Pi.single j 1 : Fin n → ℝ) - Q *ᵥ ((Pi.single j 1 : Fin n → ℝ) ᵥ* Q))
    linarith
  have hp : ∑ j, ∑ a, Q j a ^ 2 ≤ (k : ℝ) := by
    have h : ∀ a, ∑ j, Q j a ^ 2 = 1 := by
      intro a
      have h := congrArg (fun M => M a a) hQ
      simpa [Matrix.mul_apply, pow_two] using h
    rw [Finset.sum_comm]
    simp only [h, Finset.sum_const, Finset.card_univ, Fintype.card_fin, nsmul_eq_mul, mul_one]
    exact_mod_cast hr.trans hB
  -- the fitting error, column by column
  have hcol : ∀ j, s j ^ 2 * (1 - ∑ a, Q j a ^ 2) ≤ ∑ i, (diagonal s - Q * C) i j ^ 2 := by
    intro j
    have hent : ∀ i, ((Pi.single j (s j) : Fin n → ℝ) - Q *ᵥ (fun a => C a j)) i =
        (diagonal s - Q * C) i j := by
      intro i
      have hd : diagonal s i j = (Pi.single j (s j) : Fin n → ℝ) i := by
        by_cases h : i = j
        · subst h
          simp
        · simp [h]
      rw [Matrix.sub_apply, hd]
      rfl
    have h := fit_error hQ (Pi.single j (s j)) (fun a => C a j)
    have h' := hnn ((Pi.single j (s j) : Fin n → ℝ) ᵥ* Q - fun a => C a j)
    rw [hvec, hself] at h
    have he : ((Pi.single j (s j) : Fin n → ℝ) - Q *ᵥ (fun a => C a j)) ⬝ᵥ
        ((Pi.single j (s j) : Fin n → ℝ) - Q *ᵥ (fun a => C a j)) =
        ∑ i, (diagonal s - Q * C) i j ^ 2 := by
      simp only [dotProduct, hent, pow_two]
    linarith
  have hfill := filling (w := fun i => s i ^ 2) (p := fun j => ∑ a, Q j a ^ 2)
    (fun i j hij => pow_le_pow_left₀ (h0 j) (hs hij) 2) (fun i => sq_nonneg (s i))
    (fun j => Finset.sum_nonneg fun a _ => sq_nonneg (Q j a)) hp1 hp
  unfold discardedWeight frobSq
  rw [Finset.sum_comm]
  exact hfill.trans (Finset.sum_le_sum fun j _ => hcol j)
```

## (g) The bound for \(UDV^T\)

**Task.** Under the same conditions on \(s\) and \(B\), show that
\[
\delta_k\le\|A-B\|^2 .
\]

**Solution.** For square matrices, \(U^TU=1\) implies \(UU^T=1\), and likewise for \(V\). Hence
\[
A-B=U\,(D-U^TBV)\,V^T .
\]
By (b) the norm is that of \(D-U^TBV\). Multiplication cannot raise the rank, so \(U^TBV\) has rank at most \(k\), and (f) applies.

```lean
/-- Eckart-Young bound for orthogonal `U`, `V` and nonnegative decreasing `s`: a matrix of rank at
most `k` has squared Frobenius distance to `U diag(s) Vᵀ` at least the discarded weight. -/
theorem eckart_young {U V : Matrix (Fin n) (Fin n) ℝ} (hU : Uᵀ * U = 1) (hV : Vᵀ * V = 1)
    {s : Fin n → ℝ} (hs : Antitone s) (h0 : ∀ i, 0 ≤ s i) {k : ℕ}
    {B : Matrix (Fin n) (Fin n) ℝ} (hB : B.rank ≤ k) :
    discardedWeight s k ≤ frobSq (assemble U V s - B) := by
  have hback : U * (Uᵀ * B * V) * Vᵀ = B := by
    calc U * (Uᵀ * B * V) * Vᵀ = (U * Uᵀ) * B * (V * Vᵀ) := by simp only [Matrix.mul_assoc]
      _ = B := by rw [mul_eq_one_comm.mp hU, mul_eq_one_comm.mp hV, Matrix.one_mul, Matrix.mul_one]
  have hdiff : assemble U V s - B = U * (diagonal s - Uᵀ * B * V) * Vᵀ := by
    rw [Matrix.mul_sub, Matrix.sub_mul, hback, assemble]
  rw [hdiff, frobSq_orthogonal hU hV]
  exact diagonal_bound hs h0
    (((Matrix.rank_mul_le_left _ _).trans (Matrix.rank_mul_le_right _ _)).trans hB)
```

## (h) The rank after truncation

**Task.** Show that
\[
\operatorname{rank}\big(U\,\mathrm{diag}(t)\,V^T\big)\le k .
\]

**Solution.** The rank is at most that of \(\mathrm{diag}(t)\), which is the number of nonzero \(t_i\). These all have \(i<k\), so there are at most \(k\) of them. Lean counts them by an injection into `Fin k`.

```lean
/-- Keeping only the first `k` singular values gives a matrix of rank at most `k`. -/
theorem rank_truncated (U V : Matrix (Fin n) (Fin n) ℝ) (s : Fin n → ℝ) (k : ℕ) :
    (assemble U V (truncate s k)).rank ≤ k := by
  refine ((Matrix.rank_mul_le_left _ _).trans (Matrix.rank_mul_le_right _ _)).trans ?_
  rw [Matrix.rank_diagonal]
  have hlt : ∀ i : {i // truncate s k i ≠ 0}, (i.1 : ℕ) < k := by
    intro i
    by_contra h
    exact i.2 (if_neg h)
  have hcard := Fintype.card_le_of_injective
    (fun i : {i // truncate s k i ≠ 0} => (⟨(i.1 : ℕ), hlt i⟩ : Fin k))
    (fun i j hij => by
      have h := congrArg Fin.val hij
      exact Subtype.ext (Fin.ext h))
  simpa only [Fintype.card_fin] using hcard
```

## (i) The error of truncation

**Task.** Show that
\[
\|A-U\,\mathrm{diag}(t)\,V^T\|^2=\delta_k .
\]

**Solution.** The difference is \(U\,\mathrm{diag}(s-t)\,V^T\). By (b) its squared norm is \(\sum_i(s_i-t_i)^2\), where terms with \(i<k\) vanish and the others are \(s_i^2\). This step needs neither ordering nor signs.

```lean
/-- For orthogonal `U` and `V`, the squared Frobenius error of the truncated decomposition equals
the discarded weight. -/
theorem error_truncated {U V : Matrix (Fin n) (Fin n) ℝ} (hU : Uᵀ * U = 1) (hV : Vᵀ * V = 1)
    (s : Fin n → ℝ) (k : ℕ) :
    frobSq (assemble U V s - assemble U V (truncate s k)) = discardedWeight s k := by
  unfold assemble
  rw [← Matrix.sub_mul, ← Matrix.mul_sub, frobSq_orthogonal hU hV]
  unfold frobSq discardedWeight
  refine Finset.sum_congr rfl fun i _ => ?_
  -- only the diagonal entry of each row contributes
  rw [Finset.sum_eq_single i]
  · rw [Matrix.sub_apply, diagonal_apply_eq, diagonal_apply_eq, truncate]
    split_ifs <;> ring
  · intro j _ hj
    simp [Ne.symm hj]
  · simp
```

## (j) The minimum over all matrices of bounded rank

**Task.** For \(s\) nonnegative and decreasing, show that
\[
\min_{\operatorname{rank}B\le k}\|A-B\|^2=\delta_k .
\]

**Solution.** By (h) and (i) the value \(\delta_k\) is attained, and by (g) no admissible \(B\) goes below it. `IsLeast` expresses these two facts about the set of attainable squared errors.

This is the Eckart–Young theorem in the Frobenius norm for real square matrices; rectangular or complex matrices and other norms are not treated. The minimiser need not be unique: for the \(2\times2\) identity and \(k=1\), both \(\mathrm{diag}(1,0)\) and \(\mathrm{diag}(0,1)\) have squared error \(1\).

```lean
/-- For orthogonal `U`, `V` and nonnegative decreasing `s`, the discarded weight is the minimum of
the squared Frobenius distance from `U diag(s) Vᵀ` to the matrices of rank at most `k`. -/
theorem discardedWeight_isLeast {U V : Matrix (Fin n) (Fin n) ℝ} (hU : Uᵀ * U = 1)
    (hV : Vᵀ * V = 1) {s : Fin n → ℝ} (hs : Antitone s) (h0 : ∀ i, 0 ≤ s i) (k : ℕ) :
    IsLeast {d : ℝ | ∃ B : Matrix (Fin n) (Fin n) ℝ,
      B.rank ≤ k ∧ frobSq (assemble U V s - B) = d} (discardedWeight s k) := by
  refine ⟨⟨_, rank_truncated U V s k, error_truncated hU hV s k⟩, ?_⟩
  rintro d ⟨B, hB, rfl⟩
  exact eckart_young hU hV hs h0 hB

end

end EckartYoung
```

```lean
#print axioms EckartYoung.error_truncated
#print axioms EckartYoung.discardedWeight_isLeast
```

```
'EckartYoung.error_truncated' depends on axioms: [propext, Classical.choice, Quot.sound]
'EckartYoung.discardedWeight_isLeast' depends on axioms: [propext, Classical.choice, Quot.sound]
```

## A two-by-two matrix reduced to rank one

Take
\[
A=\begin{pmatrix}2&1\\1&2\end{pmatrix},\qquad
U=V=\frac1{\sqrt2}\begin{pmatrix}1&1\\1&-1\end{pmatrix},\qquad s=(3,1).
\]
For \(k=1\) the truncated matrix has all entries \(3/2\). The difference from \(A\) has entries \(\pm1/2\), so the squared error is \(4\cdot\tfrac14=1=s_1^2\).

The rank-one matrix \(\begin{pmatrix}2&1\\1&1/2\end{pmatrix}\) reproduces three entries of \(A\) exactly, yet its squared error is \((3/2)^2=9/4\).

As a coefficient matrix, \(A\) has squared norm \(10\). For the normalised state \(A/\sqrt{10}\), the discarded weight is therefore \(1/10\).
